# A finite Lehmann sum with n distinct real poles and positive weights takes each non-zero real value at exactly n complex points, all real

A particle can occupy n unperturbed levels with distinct real energies e_k. An impurity is added that acts on a single orbital v, through the separable potential g |v⟩⟨v| with real strength g ≠ 0. The new levels can be sought from a scalar equation instead of a diagonalisation:

G(z) = ∑_k a_k/(z − e_k) = 1/g,  a_k = |v_k|².

The Hamiltonian is Hermitian, so its levels are real. The scalar equation, however, makes sense for every complex z away from the poles, and it could have further roots that belong to no state, or it could miss a level. If every a_k is positive, neither happens: there are exactly n distinct roots, and all are real.

For this finite, non-interacting model, 1 − gG(z) is also the denominator of the impurity's T-matrix, so a root search for its poles can stay on the real axis and stop after n roots.

## The Green's function and its level set

The levels are labelled by a finite type `ι`, whose number of elements is n.

```lean
import Mathlib

open Matrix

namespace ImpurityLevels

noncomputable section

variable {ι : Type*} [Fintype ι]
```

The Lehmann sum takes real weights `a`, real poles `e` and a complex energy z. No infinitesimal iη is added, because z is itself complex.

```lean
/-- The Green's function in Lehmann form, `G(z) = ∑ a_k / (z - e_k)`, for `z` away from
the poles `e_k`. -/
def green (a e : ι → ℝ) (z : ℂ) : ℂ := ∑ k, (a k : ℂ) / (z - e k)
```

For a real number c, which plays the part of 1/g, the solutions of G(z) = c are collected in a set. The poles are excluded explicitly, since Lean assigns the value 0 to a division by zero and `green` therefore has a value even there.

```lean
/-- The complex energies off the poles at which the Green's function takes the real value `c`. -/
def levelSet (a e : ι → ℝ) (c : ℝ) : Set ℂ :=
  {z | (∀ k, z ≠ e k) ∧ green a e z = c}
```

## The impurity Hamiltonian

The overlap of a state ψ with the impurity orbital is

s = ⟨v|ψ⟩ = ∑_j v_j* ψ_j,

with the complex conjugate on the first entry.

```lean
/-- The overlap `⟨v|ψ⟩` of a state with the impurity orbital. -/
def overlap (v ψ : ι → ℂ) : ℂ := ∑ j, star (v j) * ψ j
```

In the basis of unperturbed states the Hamiltonian has the matrix elements

H_jk = δ_jk e_j + g v_j v_k*.

The orbital v is not normalised here. With N = ∑_k |v_k|², the normalised orbital is v/√N, and the strength in the usual sense is gN.

```lean
variable [DecidableEq ι]

/-- The Hamiltonian `diag(e) + g |v⟩⟨v|`: unperturbed levels `e_k` and an impurity of
strength `g` acting on the orbital `v`. -/
def impurityH (e : ι → ℝ) (v : ι → ℂ) (g : ℝ) : Matrix ι ι ℂ :=
  Matrix.of fun j k => (if j = k then (e j : ℂ) else 0) + g * v j * star (v k)
```

Applying H to ψ and carrying out the sum over the second index gives

(Hψ)_k = e_k ψ_k + g v_k s.

```lean
/-- The impurity Hamiltonian multiplies each component by its unperturbed energy and adds
the impurity orbital, weighted by the strength and the overlap. -/
theorem impurityH_mulVec (e : ι → ℝ) (v ψ : ι → ℂ) (g : ℝ) (k : ι) :
    (impurityH e v g *ᵥ ψ) k = e k * ψ k + g * v k * overlap v ψ := by
  simp only [impurityH, overlap, Matrix.mulVec, dotProduct, Matrix.of_apply, add_mul,
    Finset.sum_add_distrib, ite_mul, zero_mul, Finset.sum_ite_eq, Finset.mem_univ, if_true,
    Finset.mul_sum, mul_assoc]
```

The matrix is Hermitian, because e_j and g are real and (g v_k v_j*)* = g v_j v_k*. The proof treats diagonal and off-diagonal entries separately.

```lean
omit [Fintype ι] in
/-- The impurity Hamiltonian is Hermitian for real energies and real strength. -/
theorem impurityH_isHermitian (e : ι → ℝ) (v : ι → ℂ) (g : ℝ) :
    (impurityH e v g).IsHermitian := by
  ext j k
  by_cases h : j = k
  · subst h
    simp [impurityH, Matrix.conjTranspose_apply]
    ring
  · simp [impurityH, Matrix.conjTranspose_apply, h, Ne.symm h]
    ring
```

## Every eigenvector overlaps with the impurity orbital

Let Hψ = zψ with ψ ≠ 0. Component by component,

(z − e_k) ψ_k = g s v_k.

Suppose that s = 0. Some component ψ_k is non-zero, so z = e_k. The energies are distinct, so all other components vanish and s = v_k* ψ_k. This is non-zero if v_k ≠ 0, a contradiction. Hence s ≠ 0.

If z were equal to some e_k, the left side would vanish while g s v_k would not. So z avoids all the poles, and division gives

ψ_k = g s v_k/(z − e_k).

Besides g ≠ 0, two assumptions enter, each with a physical meaning. Distinct energies (`Function.Injective e`) mean that the unperturbed spectrum is non-degenerate; otherwise a combination of degenerate states orthogonal to v would not feel the impurity. The condition v_k ≠ 0 means that the impurity couples to every level; an uncoupled level would stay at e_k.

In the code `hk` is the component equation, `hs` is the statement s ≠ 0, and `Finset.sum_eq_single` reduces the overlap to its one surviving term. The normalised eigenvector has components v_k/(z − e_k) divided by the square root of ∑_j |v_j|²/(z − e_j)², up to a phase.

```lean
/-- For distinct `e_k`, an orbital with no vanishing component and `g ≠ 0`, every eigenvector
overlaps with the impurity orbital, its energy `z` differs from all `e_k`, and its components
are `g ⟨v|ψ⟩ v_k / (z - e_k)`. -/
theorem eigenvector_form {e : ι → ℝ} {v ψ : ι → ℂ} {g : ℝ} {z : ℂ}
    (he : Function.Injective e) (hv : ∀ k, v k ≠ 0) (hg : g ≠ 0) (hψ : ψ ≠ 0)
    (h : impurityH e v g *ᵥ ψ = z • ψ) :
    overlap v ψ ≠ 0 ∧
      ∀ k, z ≠ e k ∧ ψ k = g * overlap v ψ * (v k / (z - e k)) := by
  have hk : ∀ k, (e k : ℂ) * ψ k + g * v k * overlap v ψ = z * ψ k := fun k => by
    have := congrFun h k
    rwa [impurityH_mulVec, Pi.smul_apply, smul_eq_mul] at this
  -- without overlap the state would sit on one unperturbed level, which does overlap
  have hs : overlap v ψ ≠ 0 := by
    intro hs
    obtain ⟨k, hψk⟩ := Function.ne_iff.mp hψ
    have hz : ∀ j, ((e j : ℂ) - z) * ψ j = 0 := fun j => by
      have := hk j
      rw [hs] at this
      linear_combination this
    have hzk : (e k : ℂ) = z :=
      sub_eq_zero.mp ((mul_eq_zero.mp (hz k)).resolve_right hψk)
    have hj : ∀ j, j ≠ k → ψ j = 0 := fun j hjk =>
      (mul_eq_zero.mp (hz j)).resolve_left fun h0 =>
        hjk (he (Complex.ofReal_injective ((sub_eq_zero.mp h0).trans hzk.symm)))
    rw [overlap, Finset.sum_eq_single k (fun j _ hjk => by rw [hj j hjk, mul_zero])
      (by simp)] at hs
    exact mul_ne_zero (star_ne_zero.mpr (hv k)) hψk hs
  refine ⟨hs, fun k => ?_⟩
  have hz : z ≠ e k := by
    intro hz
    have h1 := hk k
    rw [hz] at h1
    have h0 : (g : ℂ) * v k * overlap v ψ = 0 := by linear_combination h1
    exact mul_ne_zero (mul_ne_zero (Complex.ofReal_ne_zero.mpr hg) (hv k)) hs h0
  refine ⟨hz, ?_⟩
  rw [← mul_div_assoc, eq_div_iff (sub_ne_zero.mpr hz)]
  linear_combination -(hk k)
```

## Eigenvalues are the roots of G(z) = 1/g

Inserting these components into the overlap gives

s = ∑_k v_k* ψ_k = g s ∑_k |v_k|²/(z − e_k) = g s G(z),

and cancelling s ≠ 0 leaves G(z) = 1/g.

Conversely, let z be off the poles with G(z) = 1/g, and set ψ_k = v_k/(z − e_k). Its overlap with v is G(z) = 1/g, so ψ is not zero, and

(Hψ)_k = e_k ψ_k + g v_k (1/g) = e_k ψ_k + v_k = z ψ_k,

because v_k = (z − e_k) ψ_k. The theorem states the equivalence for every complex z. Its two directions are the two halves of the proof, with `hsum` as the self-consistency of the overlap and `ho` as the overlap of the trial state.

```lean
/-- For distinct `e_k`, an orbital with no vanishing component and `g ≠ 0`, the eigenvalues of
the impurity Hamiltonian are exactly the energies off the poles where the Green's function
with weights `|v_k|²` equals `1/g`. -/
theorem eigenvalue_iff_level {e : ι → ℝ} {v : ι → ℂ} {g : ℝ}
    (he : Function.Injective e) (hv : ∀ k, v k ≠ 0) (hg : g ≠ 0) (z : ℂ) :
    (∃ ψ : ι → ℂ, ψ ≠ 0 ∧ impurityH e v g *ᵥ ψ = z • ψ) ↔
      z ∈ levelSet (fun k => ‖v k‖ ^ 2) e g⁻¹ := by
  have hg' : (g : ℂ) ≠ 0 := Complex.ofReal_ne_zero.mpr hg
  have hn : ∀ j, ((‖v j‖ ^ 2 : ℝ) : ℂ) = star (v j) * v j := fun j => by
    rw [← Complex.normSq_eq_norm_sq, Complex.normSq_eq_conj_mul_self]
    rfl
  rw [levelSet, Set.mem_ofPred_eq, Complex.ofReal_inv]
  constructor
  · rintro ⟨ψ, hψ, h⟩
    obtain ⟨hs, hf⟩ := eigenvector_form he hv hg hψ h
    refine ⟨fun k => (hf k).1, ?_⟩
    -- self-consistency of the overlap
    have hsum : overlap v ψ =
        g * overlap v ψ * green (fun k => ‖v k‖ ^ 2) e z := by
      rw [green, Finset.mul_sum]
      conv_lhs => rw [overlap]
      refine Finset.sum_congr rfl fun j _ => ?_
      rw [(hf j).2]
      simp only [hn]
      ring
    exact eq_inv_of_mul_eq_one_right
      (mul_left_cancel₀ hs (by linear_combination -hsum))
  · rintro ⟨hz, hG⟩
    have ho : overlap v (fun k => v k / (z - e k)) = (g : ℂ)⁻¹ := by
      rw [← hG, overlap, green]
      refine Finset.sum_congr rfl fun j _ => ?_
      simp only [hn]
      ring
    refine ⟨fun k => v k / (z - e k), fun h0 => ?_, ?_⟩
    · have h1 : overlap v 0 = 0 := by simp [overlap]
      rw [h0] at ho
      exact inv_ne_zero hg' (ho.symm.trans h1)
    · funext k
      rw [impurityH_mulVec, ho, Pi.smul_apply, smul_eq_mul]
      have h1 : v k / (z - e k) * (z - e k) = v k :=
        div_mul_cancel₀ _ (sub_ne_zero.mpr (hz k))
      have h2 : (g : ℂ) * (g : ℂ)⁻¹ = 1 := mul_inv_cancel₀ hg'
      linear_combination v k * h2 - h1
```

## The list of real eigenvalues is complete

A Hermitian matrix A has an orthonormal eigenbasis φ_i with real eigenvalues λ_i. Mathlib supplies both, as `eigenvectorBasis` and `eigenvalues`. The next lemma puts them in the form used above: φ_i ≠ 0 and Aφ_i = λ_i φ_i.

```lean
/-- Each member of the orthonormal eigenbasis of a Hermitian matrix is a non-zero solution of
the eigenvalue equation with its listed real eigenvalue. -/
theorem eigenbasis_spec {A : Matrix ι ι ℂ} (hA : A.IsHermitian) (i : ι) :
    (hA.eigenvectorBasis i).ofLp ≠ 0 ∧ A *ᵥ (hA.eigenvectorBasis i).ofLp =
      (hA.eigenvalues i : ℂ) • (hA.eigenvectorBasis i).ofLp := by
  constructor
  · intro h
    refine hA.eigenvectorBasis.orthonormal.ne_zero i ?_
    ext k
    exact congrFun h k
  · rw [hA.mulVec_eigenvectorBasis]
    ext k
    simp
```

No complex eigenvalue is missing from the list. If Aψ = zψ, then

λ_i ⟨φ_i|ψ⟩ = ⟨Aφ_i|ψ⟩ = ⟨φ_i|Aψ⟩ = z ⟨φ_i|ψ⟩.

If z differed from every λ_i, all the overlaps ⟨φ_i|ψ⟩ would vanish (`h0`). Expanding ψ in the eigenbasis would then give ψ = 0 (`hx`).

```lean
/-- Every complex eigenvalue of a Hermitian matrix occurs in its list of real eigenvalues. -/
theorem eigenvalue_mem_list {A : Matrix ι ι ℂ} (hA : A.IsHermitian) {ψ : ι → ℂ} {z : ℂ}
    (hψ : ψ ≠ 0) (h : A *ᵥ ψ = z • ψ) : ∃ i, (hA.eigenvalues i : ℂ) = z := by
  by_contra hno
  push Not at hno
  -- otherwise the state is orthogonal to the whole eigenbasis
  have h0 : ∀ i, inner ℂ (hA.eigenvectorBasis i) (WithLp.toLp 2 ψ) = 0 := fun i => by
    have h1 := Matrix.star_mulVec A (hA.eigenvectorBasis i).ofLp
    rw [hA.eq, (eigenbasis_spec hA i).2, star_smul] at h1
    have h2 := Matrix.dotProduct_mulVec (star (hA.eigenvectorBasis i).ofLp) A ψ
    rw [h, ← h1, dotProduct_smul, smul_dotProduct, smul_eq_mul, smul_eq_mul] at h2
    have h3 : star (hA.eigenvalues i : ℂ) = hA.eigenvalues i := Complex.conj_ofReal _
    rw [h3] at h2
    rw [EuclideanSpace.inner_eq_star_dotProduct, dotProduct_comm]
    exact (mul_eq_zero.mp (by linear_combination -h2)).resolve_left
      (sub_ne_zero.mpr (hno i))
  have hx : WithLp.toLp 2 ψ = (0 : EuclideanSpace ℂ ι) := by
    rw [← hA.eigenvectorBasis.sum_repr' (WithLp.toLp 2 ψ)]
    exact Finset.sum_eq_zero fun i _ => by rw [h0 i, zero_smul]
  exact hψ (congrArg WithLp.ofLp hx)
```

## No two levels coincide

Suppose that λ_i = λ_j = z for i ≠ j, and let s_i = ⟨v|φ_i⟩ and s_j = ⟨v|φ_j⟩. Both eigenvectors have components proportional to v_k/(z − e_k), so

s_j φ_i = s_i φ_j.

The inner product with φ_i turns the left side into s_j and the right side into 0. But s_j ≠ 0. In the code `hlin` is the proportionality, and injectivity of `eigenvalues` expresses the absence of degeneracy.

```lean
/-- For distinct `e_k`, an orbital with no vanishing component and `g ≠ 0`, the impurity
Hamiltonian has no degenerate eigenvalue. -/
theorem eigenvalues_injective {e : ι → ℝ} {v : ι → ℂ} {g : ℝ}
    (he : Function.Injective e) (hv : ∀ k, v k ≠ 0) (hg : g ≠ 0) :
    Function.Injective (impurityH_isHermitian e v g).eigenvalues := by
  intro i j hij
  by_contra hne
  have hA := impurityH_isHermitian e v g
  have hb := hA.eigenvectorBasis.orthonormal
  have hi := eigenvector_form he hv hg (eigenbasis_spec hA i).1 (eigenbasis_spec hA i).2
  have hj := eigenvector_form he hv hg (eigenbasis_spec hA j).1 (eigenbasis_spec hA j).2
  -- equal energies make the two eigenvectors proportional
  have hlin : overlap v (hA.eigenvectorBasis j).ofLp • hA.eigenvectorBasis i =
      overlap v (hA.eigenvectorBasis i).ofLp • hA.eigenvectorBasis j := by
    ext k
    simp only [PiLp.smul_apply, smul_eq_mul]
    rw [(hi.2 k).2, (hj.2 k).2, hij]
    ring
  have h0 : inner ℂ (hA.eigenvectorBasis i) (hA.eigenvectorBasis j) = 0 := hb.2 hne
  have h1 : inner ℂ (hA.eigenvectorBasis i) (hA.eigenvectorBasis i) = (1 : ℂ) := by
    rw [inner_self_eq_norm_sq_to_K, hb.1 i]
    simp
  have h2 := congrArg (fun x => inner ℂ (hA.eigenvectorBasis i) x) hlin
  simp only [inner_smul_right, h0, h1, mul_one, mul_zero] at h2
  exact hj.1 h2
```

## Exactly n roots, all real

Now let weights a_k > 0 and a real c ≠ 0 be given. Choose v_k = √a_k and g = 1/c. The equation G(z) = c is then the level equation of this impurity, and

{z off the poles : G(z) = c} = {λ_1, …, λ_n},

with the λ_i real and distinct.

The theorem contains both conclusions. The first counts the set with `encard`, which takes the value ∞ on an infinite set, so equality with `Fintype.card ι` means that there are exactly n elements. The second says that each element has imaginary part zero. In the proof `hset` is the equality of sets above, and `hinj` ensures that no element is counted twice.

```lean
omit [DecidableEq ι] in
/-- For `n` distinct real poles, positive weights and real `c ≠ 0`, the equation
`∑ a_k / (z - e_k) = c` has exactly `n` complex solutions off the poles, and all are real. -/
theorem levels_real_and_counted {a e : ι → ℝ} {c : ℝ} (he : Function.Injective e)
    (ha : ∀ k, 0 < a k) (hc : c ≠ 0) :
    (levelSet a e c).encard = Fintype.card ι ∧ ∀ z ∈ levelSet a e c, z.im = 0 := by
  classical
  -- an impurity orbital whose weights are the given residues
  obtain ⟨v, hw⟩ : ∃ v : ι → ℂ, ∀ k, ‖v k‖ ^ 2 = a k :=
    ⟨fun k => ((√(a k) : ℝ) : ℂ), fun k => by
      show ‖((√(a k) : ℝ) : ℂ)‖ ^ 2 = a k
      rw [Complex.norm_real, Real.norm_eq_abs, sq_abs, Real.sq_sqrt (ha k).le]⟩
  have hv : ∀ k, v k ≠ 0 := fun k h => by
    have h1 := hw k
    rw [h, norm_zero] at h1
    linarith [ha k]
  have hlev := eigenvalue_iff_level he hv (inv_ne_zero hc)
  rw [funext hw, inv_inv] at hlev
  have hA := impurityH_isHermitian e v c⁻¹
  have hset : levelSet a e c = Set.range fun i => (hA.eigenvalues i : ℂ) := by
    ext z
    rw [← hlev z]
    constructor
    · rintro ⟨ψ, hψ, h⟩
      exact eigenvalue_mem_list hA hψ h
    · rintro ⟨i, rfl⟩
      exact ⟨_, eigenbasis_spec hA i⟩
  have hinj : Function.Injective fun i => (hA.eigenvalues i : ℂ) :=
    Complex.ofReal_injective.comp (eigenvalues_injective he hv (inv_ne_zero hc))
  rw [hset]
  constructor
  · rw [← Set.image_univ, hinj.encard_image, Set.encard_univ, ENat.card_eq_coe_fintype_card]
  · rintro z ⟨i, rfl⟩
    exact Complex.ofReal_im _
```

With a single pole the equation a/(z − e) = c has the one root z = e + a/c = e + ga, which is first-order perturbation theory and here exact. The same case shows what happens at c = 0: a/(z − e) = 0 has no solution, so the count fails.

For two levels, take e = (1, −1), a = (1, 1) and c = 1. Then

1/(z − 1) + 1/(z + 1) = 2z/(z² − 1) = 1,

so z² − 2z − 1 = 0 and z = 1 ± √2, about 2.414 and −0.414. The corresponding Hamiltonian has rows (2, 1) and (1, 0), with the same characteristic equation. Here g = 1 and N = 2, so the strength for the normalised orbital is 2.

For interacting electrons in a finite set of orbitals, a diagonal element of the equilibrium one-particle Green's function has the same form once equal poles are merged and zero weights removed. The count then applies to that function, but H is an auxiliary one-particle matrix and its eigenvalues need not be levels of the interacting system with an impurity.

The step from here to an impurity in an infinite crystal is the passage from discrete levels to a continuum. The sum then becomes an integral with a branch cut, and resonances can appear in its analytic continuation.

## Weights of mixed sign allow complex roots

Keep the poles 1 and −1, but change the second weight to −1. Then

G(z) = 1/(z − 1) − 1/(z + 1) = 2/(z² − 1),

and G(i) = 2/(−2) = −1, a real value at a non-real energy. So with weights of mixed sign the roots need not all be real, although for c = 1 the same function has the two real roots ±√3. If all weights are negative, reversing the signs of both a and c leads back to the theorem. In the statement the first `![1, -1]` lists the weights and the second the poles.

```lean
/-- With weights `1` and `-1` at the poles `1` and `-1`, the Green's function takes the real
value `-1` at the non-real energy `z = i`. -/
theorem negative_weight_complex_level :
    Complex.I ∈ levelSet ![1, -1] ![1, -1] (-1) := by
  have h1 : Complex.I - 1 ≠ 0 := fun h => by simpa using congrArg Complex.im h
  have h2 : Complex.I + 1 ≠ 0 := fun h => by simpa using congrArg Complex.im h
  rw [levelSet, Set.mem_ofPred_eq]
  constructor
  · intro k h
    have h3 := congrArg Complex.im h
    rw [Complex.I_im, Complex.ofReal_im] at h3
    exact one_ne_zero h3
  · have h : green ![1, -1] ![1, -1] Complex.I =
        1 / (Complex.I - 1) + (-1) / (Complex.I + 1) := by
      simp [green, Fin.sum_univ_two]
    rw [h, div_add_div _ _ h1 h2, div_eq_iff (mul_ne_zero h1 h2)]
    push_cast
    linear_combination Complex.I_sq

end

end ImpurityLevels
```

```lean
#print axioms ImpurityLevels.levels_real_and_counted
#print axioms ImpurityLevels.negative_weight_complex_level
```

```
'ImpurityLevels.levels_real_and_counted' depends on axioms: [propext, Classical.choice, Quot.sound]
'ImpurityLevels.negative_weight_complex_level' depends on axioms: [propext, Classical.choice, Quot.sound]
```
